# If every rational flux in a window has integer band filling, the Streda slope is an integer at each rational flux there where the filling is differentiable

The filling `n`, in electrons per unit cell, is a real function of the magnetic flux through a unit cell, measured in flux quanta. The lemma assumes that at every rational flux p/q in an open window, with q > 0, the number q n(p/q) of filled bands is an integer. It states that if p/q is such a flux in lowest terms and `n` has derivative d there, then this derivative, the Streda slope, is an integer. No Hamiltonian enters; integer filling and differentiability at the point are hypotheses. Since p and q are coprime, there are integers c and e with cp + eq = 1. The proof takes the neighbouring fluxes (kp + e)/(kq − c), which differ from p/q by 1/(q(kq − c)) and so approach it as k grows. For large k they lie in the window and the secant slopes to them are integers. Since the integers are closed in the reals, the limit d is an integer too.

In Lean, a first try:

```lean
import Mathlib

open Set Filter Topology

namespace SlopeAtRationalFlux

/-- Integer band filling on the flux window `(a, b)`: at every flux `p/q` in the window with
`q > 0`, the filling `n` per unit cell gives an integer number `q n(p/q)` of filled bands. -/
def IntegerFilling (n : ℝ → ℝ) (a b : ℝ) : Prop :=
  ∀ p q : ℤ, 0 < q → (p / q : ℝ) ∈ Ioo a b → ∃ r : ℤ, (q : ℝ) * n (p / q) = r

/-- Two fluxes `p/q` and `P/Q` with positive denominators and `P q - p Q = 1` differ by
`1/(q Q)`. -/
theorem farey_gap {p q P Q : ℤ} (hq : 0 < q) (hQ : 0 < Q) (hdet : P * q - p * Q = 1) :
    (P / Q : ℝ) = p / q + ((q : ℝ) * Q)⁻¹ := by
  have hq' : (q : ℝ) ≠ 0 := by exact_mod_cast hq.ne'
  have hQ' : (Q : ℝ) ≠ 0 := by exact_mod_cast hQ.ne'
  have hR : (P : ℝ) * q - p * Q = 1 := by exact_mod_cast hdet
  field_simp
  linear_combination hR

/-- Under integer filling, the secant slope of the filling between two fluxes `p/q` and `P/Q` of
the window, with positive denominators and `P q - p Q = 1`, is an integer. -/
theorem farey_slope {n : ℝ → ℝ} {a b : ℝ} (h : IntegerFilling n a b) {p q P Q : ℤ}
    (hq : 0 < q) (hQ : 0 < Q) (hx : (p / q : ℝ) ∈ Ioo a b) (hX : (P / Q : ℝ) ∈ Ioo a b)
    (hdet : P * q - p * Q = 1) :
    ∃ t : ℤ, n (P / Q) - n (p / q) = t * ((P / Q : ℝ) - p / q) := by
  have hq' : (q : ℝ) ≠ 0 := by exact_mod_cast hq.ne'
  have hQ' : (Q : ℝ) ≠ 0 := by exact_mod_cast hQ.ne'
  obtain ⟨r, hr⟩ := h p q hq hx
  obtain ⟨R, hR⟩ := h P Q hQ hX
  have e1 : n (p / q) = r / q := eq_div_of_mul_eq hq' (by linear_combination hr)
  have e2 : n (P / Q) = R / Q := eq_div_of_mul_eq hQ' (by linear_combination hR)
  have e3 : (P / Q : ℝ) - p / q = ((q : ℝ) * Q)⁻¹ := by
    rw [farey_gap hq hQ hdet, add_sub_cancel_left]
  refine ⟨R * q - r * Q, ?_⟩
  rw [e1, e2, e3, div_sub_div _ _ hQ' hq']
  push_cast
  ring

/-- Under integer filling, the Streda slope at a flux `p/q` of the window in lowest terms, where
the filling is differentiable, is an integer. -/
theorem slope_at_rational_flux {n : ℝ → ℝ} {a b d : ℝ} (h : IntegerFilling n a b) {p q : ℤ}
    (hq : 0 < q) (hpq : IsCoprime p q) (hx : (p / q : ℝ) ∈ Ioo a b)
    (hd : HasDerivAt n d (p / q : ℝ)) : ∃ t : ℤ, (t : ℝ) = d := by
  have hqR : (0 : ℝ) < q := by exact_mod_cast hq
  obtain ⟨c, e, hce⟩ := hpq
  -- the neighbours (k p + e) / (k q - c) have growing denominators
  have hD : Tendsto (fun k : ℕ => (((k : ℤ) * q - c : ℤ) : ℝ)) atTop atTop := by
    have h0 := tendsto_atTop_add_const_right atTop (-(c : ℝ))
      ((tendsto_natCast_atTop_atTop (R := ℝ)).atTop_mul_const hqR)
    refine h0.congr fun k => ?_
    push_cast
    ring
  have h0 : Tendsto (fun k : ℕ => ((q : ℝ) * (((k : ℤ) * q - c : ℤ) : ℝ))⁻¹) atTop (𝓝 0) :=
    tendsto_inv_atTop_zero.comp (hD.const_mul_atTop hqR)
  have h1 : Tendsto (fun k : ℕ => (p / q : ℝ) + ((q : ℝ) * (((k : ℤ) * q - c : ℤ) : ℝ))⁻¹)
      atTop (𝓝 (p / q : ℝ)) := by
    have h2 := h0.const_add (p / q : ℝ)
    rwa [add_zero] at h2
  have h3 := tendsto_nhdsWithin_iff.2 ⟨h1, (hD.eventually_gt_atTop 0).mono fun k hk => by
    have hne := inv_ne_zero (mul_pos hqR hk).ne'
    exact fun hEq => hne (add_eq_left.1 hEq)⟩
  -- a limit of integer secant slopes is an integer
  refine Int.isClosedEmbedding_coe_real.isClosed_range.mem_of_tendsto
    ((hasDerivAt_iff_tendsto_slope.1 hd).comp h3) ?_
  filter_upwards [hD.eventually_gt_atTop 0, h1 (Ioo_mem_nhds hx.1 hx.2)] with k hk hkS
  have hQ : 0 < (k : ℤ) * q - c := Int.cast_pos.1 hk
  have hdet : ((k : ℤ) * p + e) * q - p * ((k : ℤ) * q - c) = 1 := by
    linear_combination hce
  have hg := farey_gap hq hQ hdet
  obtain ⟨t, ht⟩ := farey_slope h hq hQ hx (by rw [hg]; exact hkS) hdet
  rw [hg] at ht
  refine ⟨t, ?_⟩
  rw [Function.comp_apply, slope_def_field]
  refine eq_div_of_mul_eq ?_ ht.symm
  rw [add_sub_cancel_left]
  exact inv_ne_zero (mul_pos hqR hk).ne'

end SlopeAtRationalFlux
```

The error:

```
Main.lean:63:4: error: Type mismatch
  fun hEq => hne (add_eq_left.mp hEq)
has type
  ?m.263 + (↑q * ↑(↑k * q - c))⁻¹ = ?m.263 → False
but is expected to have type
  ↑p / ↑q + (↑q * ↑(↑k * q - c))⁻¹ ∈ ?m.215
Main.lean:45:64: error: unsolved goals
n : ℝ → ℝ
a b d : ℝ
h : IntegerFilling n a b
p q : ℤ
hq : 0 < q
hx : ↑p / ↑q ∈ Ioo a b
hd : HasDerivAt n d (↑p / ↑q)
hqR : 0 < ↑q
c e : ℤ
hce : c * p + e * q = 1
hD : Tendsto (fun k => ↑(↑k * q - c)) atTop atTop
h0 : Tendsto (fun k => (↑q * ↑(↑k * q - c))⁻¹) atTop (𝓝 0)
h1 : Tendsto (fun k => ↑p / ↑q + (↑q * ↑(↑k * q - c))⁻¹) atTop (𝓝 (↑p / ↑q))
⊢ ∃ t, ↑t = d
```

`h3` should say that the neighbouring fluxes tend to p/q while staying different from it. It was given no type, and `tendsto_nhdsWithin_iff` works for any set, so nothing at that point told Lean which set the fluxes must stay in. The first message shows this: the expected type is membership in an unknown set `?m.215`, and a function from an equation to `False` cannot be matched with that. The second message shows the theorem's goal still open with no `h3` in the context, because the proof stopped at this step.

The repair states the type of `h3` with `𝓝[≠]`, which fixes the set as the complement of the point p/q. `mem_compl_singleton_iff.2` then turns membership in that complement into the inequality which the function proves. Using `filter_upwards` in place of `.mono` is mere tidying. The later change from `rw` to `simp only` uses the same two lemmas on a line the failed run never reached, so the messages do not show whether it was needed.

Lean accepts the file once it reads:

```diff
@@ -59,7 +59,10 @@
     have h2 := h0.const_add (p / q : ℝ)
     rwa [add_zero] at h2
-  have h3 := tendsto_nhdsWithin_iff.2 ⟨h1, (hD.eventually_gt_atTop 0).mono fun k hk => by
+  have h3 : Tendsto (fun k : ℕ => (p / q : ℝ) + ((q : ℝ) * (((k : ℤ) * q - c : ℤ) : ℝ))⁻¹)
+      atTop (𝓝[≠] (p / q : ℝ)) := by
+    refine tendsto_nhdsWithin_iff.2 ⟨h1, ?_⟩
+    filter_upwards [hD.eventually_gt_atTop 0] with k hk
     have hne := inv_ne_zero (mul_pos hqR hk).ne'
-    exact fun hEq => hne (add_eq_left.1 hEq)⟩
+    exact mem_compl_singleton_iff.2 fun hEq => hne (add_eq_left.1 hEq)
   -- a limit of integer secant slopes is an integer
   refine Int.isClosedEmbedding_coe_real.isClosed_range.mem_of_tendsto
@@ -73,5 +76,5 @@
   rw [hg] at ht
   refine ⟨t, ?_⟩
-  rw [Function.comp_apply, slope_def_field]
+  simp only [Function.comp_apply, slope_def_field]
   refine eq_div_of_mul_eq ?_ ht.symm
   rw [add_sub_cancel_left]
```
